# Discrete Parseval identity for a quadrature rule that reproduces the orthonormality of a finite real basis

When a real function is expanded in a finite basis, a quadrature rule that reproduces the basis's orthonormality gives the sum of the squared coefficients as its value for the function's square. In the declaration, `quad_parseval`, the rule has finitely many nodes in an arbitrary set and real weights, which need not be positive. The hypothesis `hY` says that the rule applied to `Y a * Y b` gives 1 if `a = b` and 0 otherwise; the coefficients are any real numbers, so the expansion need not be normalised. The attempt expands the square into a triple sum over nodes and two basis indices, moves the node sum inside, and applies `hY`.

The failing Lean file:

```lean
import Mathlib

open MeasureTheory

namespace SphereQuadratureBound

noncomputable section

variable {X : Type*} {N : ℕ}

/-- The quadrature rule with nodes `x i` and real weights `w i`, applied to a function `g`. -/
def quad (x : Fin N → X) (w : Fin N → ℝ) (g : X → ℝ) : ℝ :=
  ∑ i, w i * g (x i)

/-- Discrete Parseval identity: if the quadrature reproduces the orthonormality of the `Y a`,
the quadrature of the square of an expansion is the sum of its squared coefficients. -/
theorem quad_parseval {ι : Type*} [Fintype ι] [DecidableEq ι] (Y : ι → X → ℝ)
    (x : Fin N → X) (w : Fin N → ℝ)
    (hY : ∀ a b, quad x w (fun p => Y a p * Y b p) = if a = b then 1 else 0) (c : ι → ℝ) :
    quad x w (fun p => (∑ a, c a * Y a p) ^ 2) = ∑ a, c a ^ 2 := by
  calc quad x w (fun p => (∑ a, c a * Y a p) ^ 2)
      = ∑ i, ∑ a, ∑ b, c a * c b * (w i * (Y a (x i) * Y b (x i))) := by
        unfold quad
        refine Finset.sum_congr rfl fun i _ => ?_
        simp only [sq, Finset.sum_mul_sum, Finset.mul_sum]
        refine Finset.sum_congr rfl fun a _ => Finset.sum_congr rfl fun b _ => ?_
        ring
    _ = ∑ a, ∑ b, c a * c b * quad x w (fun p => Y a p * Y b p) := by
        rw [Finset.sum_comm]
        refine Finset.sum_congr rfl fun a _ => ?_
        rw [Finset.sum_comm]
        refine Finset.sum_congr rfl fun b _ => ?_
        rw [quad, Finset.mul_sum]
    _ = ∑ a, c a ^ 2 := by
        simp [hY, sq]

end

end SphereQuadratureBound
```

Lean reports:

```
Main.lean:26:47: error: Type mismatch
  Finset.sum_congr rfl fun b x => ?m.248
has type
  Finset.sum ?m.245 ?m.242 = Finset.sum ?m.245 ?m.243
but is expected to have type
  w i * ((∑ a, c a * Y a (x i)) * (c a * Y a (x i))) = ∑ b, c a * c b * (w i * (Y a (x i) * Y b (x i)))
Main.lean:27:8: error: No goals to be solved
Main.lean:25:23: warning: This simp argument is unused:
  Finset.sum_mul_sum

Hint: Omit it from the simp argument list.
  [apply] simp only [sq, Finset.mul_sum]

Note: This linter can be disabled with `set_option linter.unusedSimpArgs false`
```

What went wrong. The failure is in the first step, where the square is expanded. After `sq` turns it into a product of two sums, `simp only` uses `Finset.mul_sum` to distribute over the right-hand sum, so `Finset.sum_mul_sum` never fires, as the warning says. The other sum is left as a left-hand factor, where `Finset.mul_sum` cannot expand it.

The first `Finset.sum_congr` removes the outer sum. The second then needs a sum on both sides but finds a product on the left, hence the type mismatch. The "No goals" error at `ring` is a consequence of that failure.

The repair uses `rw` to fix the order: `Finset.sum_mul_sum` makes a double sum, then `Finset.mul_sum` takes the weight `w i` inside the outer sum. After the first `Finset.sum_congr`, another `Finset.mul_sum` takes the weight inside the inner sum. Both sides are now sums over `b`, so the second `Finset.sum_congr` applies and `ring` matches the terms. The `show` line changes no mathematics; it writes out the left side explicitly for the rewrites.

This version goes through:

```diff
@@ -23,6 +23,9 @@
         unfold quad
         refine Finset.sum_congr rfl fun i _ => ?_
-        simp only [sq, Finset.sum_mul_sum, Finset.mul_sum]
-        refine Finset.sum_congr rfl fun a _ => Finset.sum_congr rfl fun b _ => ?_
+        show w i * (∑ a, c a * Y a (x i)) ^ 2 = _
+        rw [sq, Finset.sum_mul_sum, Finset.mul_sum]
+        refine Finset.sum_congr rfl fun a _ => ?_
+        rw [Finset.mul_sum]
+        refine Finset.sum_congr rfl fun b _ => ?_
         ring
     _ = ∑ a, ∑ b, c a * c b * quad x w (fun p => Y a p * Y b p) := by
```
